# Uniform jellium with Wigner-type correlation has one zero-pressure density, and aluminium's density lies on its compressed side

Setting up a jellium slab as a model of a metal surface starts with the choice of a density parameter r, the radius of the sphere that holds one electron in the bulk. That choice also fixes the pressure deep inside the slab. Before the slab is compared with a metal at zero pressure, it is worth checking whether uniform jellium is in equilibrium at the chosen r. For aluminium, whose three valence electrons per atom give r = 2.07 bohr, it is not: in this one-parameter model of the uniform bulk the electron gas pushes outwards, and the background has to be held at its density.

```lean
import Mathlib

open Real Set

namespace JelliumPressure

noncomputable section
```

## Pressure from the volume per electron

The volume per electron is

V = 4πr³/3.

```lean
/-- Volume of a sphere of radius `r`, the volume per electron. -/
def sphereVolume (r : ℝ) : ℝ := 4 * π * r ^ 3 / 3
```

Solving for the radius gives

r(V) = (3V/4π)^(1/3).

```lean
/-- Radius of the sphere that has volume `V ≥ 0`. -/
def sphereRadius (V : ℝ) : ℝ := (3 * V / (4 * π)) ^ (1 / 3 : ℝ)
```

At zero temperature and fixed electron number, the pressure is minus the derivative of the energy per electron e with respect to the volume per electron:

p = −d e(r(V)) / dV.

Lean's `pressure` takes the function e and a radius `r`, and evaluates this derivative at the volume `sphereVolume r`. The familiar formula in terms of e′(r) is therefore something to prove.

```lean
/-- Pressure `-dE/dV` at density parameter `r > 0`, for an energy per electron `e`
given as a function of the radius. -/
def pressure (e : ℝ → ℝ) (r : ℝ) : ℝ :=
  -deriv (fun V => e (sphereRadius V)) (sphereVolume r)
```

## The energy model

The energy per electron has three terms:

e(r) = T/r² − X/r − C/(r + d).

The first is the kinetic energy of the filled Fermi sphere and the second is its exchange energy. The third is a Wigner-type interpolation for correlation, in which the length d keeps the term finite at high density. In uniform jellium the classical electrostatic energy cancels against the positive background.

```lean
/-- Energy per electron with kinetic, exchange and correlation coefficients `T`, `X`, `C`
and correlation length `d`, for `r > 0` and `d ≥ 0`. -/
def energy (T X C d r : ℝ) : ℝ := T / r ^ 2 - X / r - C / (r + d)
```

For the unpolarised gas, with energies in hartree and lengths in bohr, the coefficients are T = 1.105, X = 0.458, C = 0.44 and d = 7.8. They are inputs, entered as exact decimals; nothing here derives them from the many-electron problem.

```lean
/-- The jellium energy per electron in hartree, with `r > 0` in bohr. -/
def jellium : ℝ → ℝ := energy 1.105 0.458 0.44 7.8
```

To find the stationary points, differentiate:

e′(r) = −2T/r³ + X/r² + C/(r + d)².

Multiplying by r³ gives a function with the same sign for r > 0, here called the balance function:

B(r) = r³e′(r) = Xr + Cr(r/(r + d))² − 2T.

It weighs the attraction from exchange and correlation against the kinetic term.

```lean
/-- Balance of the attractive terms against the kinetic term, for `r > 0` and `d ≥ 0`. -/
def balance (T X C d r : ℝ) : ℝ := X * r + C * r * (r / (r + d)) ^ 2 - 2 * T
```

## The chain rule for the pressure

For r > 0, going from radius to volume and back returns the same radius, because

(3/(4π) · 4πr³/3)^(1/3) = (r³)^(1/3) = r.

```lean
/-- The radius computed from the volume of a sphere of radius `r > 0` is `r`. -/
theorem sphereRadius_sphereVolume {r : ℝ} (hr : 0 < r) :
    sphereRadius (sphereVolume r) = r := by
  have hval : 3 * sphereVolume r / (4 * π) = r ^ 3 := by
    unfold sphereVolume
    field_simp
  unfold sphereRadius
  rw [hval, ← Real.rpow_natCast r 3, ← Real.rpow_mul hr.le,
    show ((3 : ℕ) : ℝ) * (1 / 3) = 1 by norm_num, Real.rpow_one]
```

The radius changes with volume at the rate

dr/dV = (1/3)(3V/4π)^(−2/3) · 3/(4π) = 1/(4πr²),

which is one over the surface area of the sphere. The chain rule then gives

p = −e′(r)/(4πr²).

In the proof, `h2` is the rate dr/dV and `h4` is the chain rule. The hypothesis `he` asks that e be differentiable at r, which the chain rule uses. Without a derivative there, Lean's `deriv` would return 0 on both sides, and the equation would hold without describing a physical pressure.

```lean
/-- For `r > 0` and an energy differentiable at `r`, the pressure is `-e'(r) / (4 π r²)`. -/
theorem pressure_eq {e : ℝ → ℝ} {r : ℝ} (hr : 0 < r) (he : DifferentiableAt ℝ e r) :
    pressure e r = -deriv e r / (4 * π * r ^ 2) := by
  have hval : 3 * sphereVolume r / (4 * π) = r ^ 3 := by
    unfold sphereVolume
    field_simp
  have hpow : (r ^ 3) ^ ((1 / 3 : ℝ) - 1) = 1 / r ^ 2 := by
    rw [← Real.rpow_natCast r 3, ← Real.rpow_mul hr.le,
      show ((3 : ℕ) : ℝ) * (1 / 3 - 1) = -((2 : ℕ) : ℝ) by norm_num,
      Real.rpow_neg hr.le, Real.rpow_natCast, one_div]
  have h1 : HasDerivAt (fun V : ℝ => 3 * V / (4 * π)) (3 / (4 * π)) (sphereVolume r) := by
    simpa using ((hasDerivAt_id' (sphereVolume r)).const_mul 3).div_const (4 * π)
  have hne : 3 * sphereVolume r / (4 * π) ≠ 0 := by
    rw [hval]
    positivity
  -- the radius changes with volume at the rate of one over the surface area
  have h2 : HasDerivAt sphereRadius (1 / (4 * π * r ^ 2)) (sphereVolume r) := by
    refine (h1.rpow_const (p := 1 / 3) (Or.inl hne)).congr_deriv ?_
    rw [hval, hpow]
    field_simp
  have h3 : HasDerivAt e (deriv e r) (sphereRadius (sphereVolume r)) := by
    rw [sphereRadius_sphereVolume hr]
    exact he.hasDerivAt
  have h4 : HasDerivAt (fun V => e (sphereRadius V))
      (deriv e r * (1 / (4 * π * r ^ 2))) (sphereVolume r) := h3.comp _ h2
  unfold pressure
  rw [h4.deriv]
  ring
```

## One sign change in the slope

The derivative computed above reads, in terms of B,

e′(r) = B(r)/r³.

The next theorem states this as a `HasDerivAt` fact for r > 0 and d ≥ 0, so it supplies both differentiability and the value of the slope. The proof differentiates the three quotients separately, and `field_simp` and `ring` bring the result into the form B(r)/r³.

```lean
/-- For `r > 0` and `d ≥ 0`, the slope of the energy is the balance function over `r³`. -/
theorem hasDerivAt_energy (T X C : ℝ) {d r : ℝ} (hd : 0 ≤ d) (hr : 0 < r) :
    HasDerivAt (energy T X C d) (balance T X C d r / r ^ 3) r := by
  have hne : r + d ≠ 0 := by positivity
  have hsq : HasDerivAt (fun x : ℝ => x ^ 2) (2 * r) r := by
    simpa using hasDerivAt_pow 2 r
  have h1 := (hasDerivAt_const r T).fun_div hsq (pow_ne_zero 2 hr.ne')
  have h2 := (hasDerivAt_const r X).fun_div (hasDerivAt_id' r) hr.ne'
  have h3 := (hasDerivAt_const r C).fun_div ((hasDerivAt_id' r).add_const d) hne
  refine ((h1.fun_sub h2).fun_sub h3).congr_deriv ?_
  unfold balance
  field_simp
  ring
```

Now let 0 < r < s. The fraction r/(r + d) does not decrease with radius, since

r/(r + d) ≤ s/(s + d) ⇔ r(s + d) ≤ s(r + d) ⇔ rd ≤ sd.

The correlation part of B therefore does not decrease, while Xr increases strictly because X > 0. Hence

B(r) < B(s).

In Lean, `hq` is the inequality for the fraction, `h1` the one for the correlation part and `h2` the strict one for exchange.

```lean
/-- For `X > 0` and `C, d ≥ 0`, the balance function increases strictly on `r > 0`. -/
theorem balance_lt {T X C d r s : ℝ} (hX : 0 < X) (hC : 0 ≤ C) (hd : 0 ≤ d)
    (hr : 0 < r) (hrs : r < s) : balance T X C d r < balance T X C d s := by
  have hs : 0 < s := hr.trans hrs
  have hq : r / (r + d) ≤ s / (s + d) := by
    rw [div_le_div_iff₀ (by positivity) (by positivity)]
    nlinarith [mul_le_mul_of_nonneg_right hrs.le hd]
  have h1 := mul_le_mul (mul_le_mul_of_nonneg_left hrs.le hC)
    (pow_le_pow_left₀ (by positivity) hq 2) (by positivity) (by positivity)
  have h2 := mul_lt_mul_of_pos_left hrs hX
  unfold balance
  linarith
```

A strictly increasing function has at most one zero. To show that B has one, evaluate it at two radii. At a = 2T/(X + C), the squared fraction is at most 1, so

B(a) ≤ Xa + Ca − 2T = 0.

At b = 2T/X, exchange alone cancels the kinetic term, so

B(b) = Cb(b/(b + d))² ≥ 0.

Since B is continuous, it vanishes at some r0 with a ≤ r0 ≤ b. Below r0 we have B < 0, so e′ < 0 and p > 0. Above r0 the signs are reversed.

The theorem says this for T, X > 0 and C, d ≥ 0. There is an r0 within the two bounds such that, for every r > 0, the slope vanishes if and only if r = r0, and the pressure is positive if and only if r < r0. The first equivalence contains the uniqueness.

```lean
/-- For `T, X > 0` and `C, d ≥ 0` the energy has exactly one stationary radius `r0 > 0`. It lies
between `2T/(X+C)` and `2T/X`, and for `r > 0` the pressure is positive exactly when `r < r0`. -/
theorem exists_equilibrium {T X C d : ℝ} (hT : 0 < T) (hX : 0 < X) (hC : 0 ≤ C)
    (hd : 0 ≤ d) : ∃ r0, 2 * T / (X + C) ≤ r0 ∧ r0 ≤ 2 * T / X ∧ ∀ r, 0 < r →
      (deriv (energy T X C d) r = 0 ↔ r = r0) ∧
      (0 < pressure (energy T X C d) r ↔ r < r0) := by
  have ha : 0 < 2 * T / (X + C) := by positivity
  have hab : 2 * T / (X + C) ≤ 2 * T / X :=
    div_le_div_of_nonneg_left (by positivity) hX (by linarith)
  have hcont : ContinuousOn (balance T X C d) (Icc (2 * T / (X + C)) (2 * T / X)) := by
    intro x hx
    have hne : x + d ≠ 0 := by linarith [hx.1] |> fun h : 0 < x + d => h.ne'
    have h : ContinuousAt (fun r => X * r + C * r * (r / (r + d)) ^ 2 - 2 * T) x := by
      fun_prop (disch := exact hne)
    exact h.continuousWithinAt
  -- correlation is at most fully effective at the lower end
  have hlo : balance T X C d (2 * T / (X + C)) ≤ 0 := by
    have hmul : (X + C) * (2 * T / (X + C)) = 2 * T := by field_simp
    generalize 2 * T / (X + C) = a at ha hmul ⊢
    have hq : (a / (a + d)) ^ 2 ≤ 1 :=
      pow_le_one₀ (by positivity) (div_le_one_of_le₀ (by linarith) (by positivity))
    have h := mul_le_mul_of_nonneg_left hq (mul_nonneg hC ha.le)
    unfold balance
    linarith
  -- exchange alone balances the kinetic term at the upper end
  have hhi : 0 ≤ balance T X C d (2 * T / X) := by
    have hmul : X * (2 * T / X) = 2 * T := by field_simp
    have h : 0 ≤ C * (2 * T / X) * (2 * T / X / (2 * T / X + d)) ^ 2 := by positivity
    unfold balance
    linarith
  obtain ⟨r0, hr0, hz⟩ := intermediate_value_Icc hab hcont ⟨hlo, hhi⟩
  have hpos : 0 < r0 := ha.trans_le hr0.1
  refine ⟨r0, hr0.1, hr0.2, fun r hr => ?_⟩
  have hD := hasDerivAt_energy T X C hd hr
  have hr3 : 0 < r ^ 3 := by positivity
  rw [pressure_eq hr hD.differentiableAt, hD.deriv,
    div_pos_iff_of_pos_right (by positivity), neg_pos, div_lt_iff₀ hr3, zero_mul,
    div_eq_zero_iff, or_iff_left hr3.ne']
  rcases lt_trichotomy r r0 with h | h | h
  · have hb := balance_lt (T := T) hX hC hd hr h
    rw [hz] at hb
    exact ⟨iff_of_false hb.ne h.ne, iff_of_true hb h⟩
  · subst h
    exact ⟨iff_of_true hz rfl, iff_of_false (by rw [hz]; exact lt_irrefl _) (lt_irrefl _)⟩
  · have hb := balance_lt (T := T) hX hC hd hpos h
    rw [hz] at hb
    exact ⟨iff_of_false hb.ne' h.ne', iff_of_false hb.not_gt h.not_gt⟩
```

The existence of r0 turns on Mathlib's `intermediate_value_Icc`. For a continuous function f on the closed interval from a to b, with a ≤ b, it states an inclusion of sets: every value between f(a) and f(b) belongs to the image of the interval. An inclusion can be applied like a function to a proof of membership. Here the pair `⟨hlo, hhi⟩` proves that 0 lies between B(a) and B(b), and what comes back is a point `r0`, its membership `hr0` in the interval and the equation `hz` saying B(r0) = 0. Because all the inequalities are weak, the limiting cases need no separate treatment. Without correlation, C = 0, the interval shrinks to the point 2T/X; with d = 0, the zero sits at the lower end.

After that, `lt_trichotomy` splits into r < r0, r = r0 and r > r0, and `balance_lt` settles the two unequal cases.

## The stationary radius is the energy minimum

The energy falls as r grows towards r0 and rises beyond it. For every positive r ≠ r0,

e(r0) < e(r).

This is a strict global minimum over positive radii. The two cases in the proof use `strictAntiOn_of_deriv_neg` and `strictMonoOn_of_deriv_pos`, which apply to a function that is continuous on an interval and turn the sign of its derivative in the interior into strict monotonicity on the whole interval, endpoints included. The continuity is supplied by `hc`.

```lean
/-- For `X > 0` and `C, d ≥ 0`, a stationary radius `r0 > 0` gives a lower energy than
every other positive radius. -/
theorem energy_lt_of_stationary {T X C d r0 r : ℝ} (hX : 0 < X) (hC : 0 ≤ C) (hd : 0 ≤ d)
    (h0 : 0 < r0) (hz : deriv (energy T X C d) r0 = 0) (hr : 0 < r) (hne : r ≠ r0) :
    energy T X C d r0 < energy T X C d r := by
  have hb0 : balance T X C d r0 = 0 := by
    rw [(hasDerivAt_energy T X C hd h0).deriv, div_eq_zero_iff] at hz
    exact hz.resolve_right (by positivity)
  have hc : ∀ a b : ℝ, 0 < a → ContinuousOn (energy T X C d) (Icc a b) := fun a b ha x hx =>
    (hasDerivAt_energy T X C hd (ha.trans_le hx.1)).continuousAt.continuousWithinAt
  rcases lt_or_gt_of_ne hne with h | h
  · -- the energy falls on the compressed side
    refine strictAntiOn_of_deriv_neg (convex_Icc r r0) (hc r r0 hr) (fun x hx => ?_)
      (left_mem_Icc.2 h.le) (right_mem_Icc.2 h.le) h
    rw [interior_Icc] at hx
    have hx0 : 0 < x := hr.trans hx.1
    rw [(hasDerivAt_energy T X C hd hx0).deriv]
    exact div_neg_of_neg_of_pos (hb0 ▸ balance_lt hX hC hd hx0 hx.2) (by positivity)
  · -- and rises on the expanded side
    refine strictMonoOn_of_deriv_pos (convex_Icc r0 r) (hc r0 r h0) (fun x hx => ?_)
      (left_mem_Icc.2 h.le) (right_mem_Icc.2 h.le) h
    rw [interior_Icc] at hx
    have hx0 : 0 < x := h0.trans hx.1
    rw [(hasDerivAt_energy T X C hd hx0).deriv]
    exact div_pos (hb0 ▸ balance_lt hX hC hd h0 hx.1) (by positivity)
```

## The jellium numbers

For the jellium coefficients, the general bounds place r0 only between about 2.46 and 4.83 bohr. Two values of the balance function narrow this down:

B(4.2) = 1.9236 + 1.848 · (4.2/12)² − 2.21 ≈ −0.060

B(4.4) = 2.0152 + 1.936 · (4.4/12.2)² − 2.21 ≈ +0.057

Since B increases, its zero satisfies

4.2 < r0 < 4.4.

Lean argues by contradiction. If r0 were at most 4.2, monotonicity would give 0 = B(r0) ≤ B(4.2) < 0; the upper bound is handled in the same way. `norm_num` verifies the two signs with rational numbers, so no rounding enters.

```lean
/-- The jellium energy has exactly one stationary radius `r0 > 0`, it lies between 4.2 and
4.4 bohr, and for `r > 0` the pressure is positive exactly when `r < r0`. -/
theorem jellium_equilibrium : ∃ r0, 4.2 < r0 ∧ r0 < 4.4 ∧ ∀ r, 0 < r →
    (deriv jellium r = 0 ↔ r = r0) ∧ (0 < pressure jellium r ↔ r < r0) := by
  obtain ⟨r0, hlo, -, h⟩ := exists_equilibrium (T := 1.105) (X := 0.458) (C := 0.44)
    (d := 7.8) (by norm_num) (by norm_num) (by norm_num) (by norm_num)
  have hpos : 0 < r0 := lt_of_lt_of_le (by norm_num) hlo
  have hb0 : balance 1.105 0.458 0.44 7.8 r0 = 0 := by
    have hz := (h r0 hpos).1.2 rfl
    rw [(hasDerivAt_energy _ _ _ (by norm_num) hpos).deriv, div_eq_zero_iff] at hz
    exact hz.resolve_right (by positivity)
  refine ⟨r0, ?_, ?_, h⟩
  · -- the balance is still negative at 4.2
    by_contra hn
    have hv : balance 1.105 0.458 0.44 7.8 4.2 < 0 := by norm_num [balance]
    rcases (not_lt.1 hn).eq_or_lt with he | hl
    · rw [← he, hb0] at hv
      exact lt_irrefl _ hv
    · linarith [balance_lt (T := 1.105) (X := 0.458) (C := 0.44) (d := 7.8)
        (by norm_num) (by norm_num) (by norm_num) hpos hl]
  · -- and already positive at 4.4
    by_contra hn
    have hv : 0 < balance 1.105 0.458 0.44 7.8 4.4 := by norm_num [balance]
    rcases (not_lt.1 hn).eq_or_lt with he | hl
    · rw [he, hb0] at hv
      exact lt_irrefl _ hv
    · linarith [balance_lt (T := 1.105) (X := 0.458) (C := 0.44) (d := 7.8)
        (by norm_num) (by norm_num) (by norm_num) (by norm_num) hl]
```

Aluminium's density parameter lies well below this range:

2.07 < 4.2 < r0.

The pressure there is therefore positive.

```lean
/-- At the aluminium density parameter 2.07 bohr the jellium pressure is positive. -/
theorem aluminium_pressure_pos : 0 < pressure jellium 2.07 := by
  obtain ⟨r0, hlo, -, h⟩ := jellium_equilibrium
  exact (h 2.07 (by norm_num)).2.2 (lt_trans (by norm_num) hlo)

end

end JelliumPressure
```

The last theorem concerns uniform jellium at aluminium's density, at zero temperature. Aluminium metal itself can rest at zero pressure at that density because its ions form a lattice and interact with the electrons in ways that a smooth background leaves out. The surface does not enter either: the result describes the bulk from which a jellium slab is cut, and gives no surface energy or surface stress.

```lean
#print axioms JelliumPressure.energy_lt_of_stationary
-- 'JelliumPressure.energy_lt_of_stationary' depends on axioms: [propext, Classical.choice, Quot.sound]
#print axioms JelliumPressure.aluminium_pressure_pos
-- 'JelliumPressure.aluminium_pressure_pos' depends on axioms: [propext, Classical.choice, Quot.sound]
```
